# Symmetrising a finite-difference Hessian never moves it farther, in Frobenius norm, from a symmetric exact Hessian

The first choice is what to call a finite-difference Hessian. The central theorem takes it to be any real square matrix A, with no record of how the entries were computed. Truncation error, incomplete self-consistency and grid noise are then all covered, because nothing is assumed about the error. A specific central-difference formula enters only in the last theorem, which bounds the size of the error.

The exact Hessian is a matrix H, assumed symmetric. Write S = (A + Aᵀ)/2 for the symmetrised matrix and K = (A − Aᵀ)/2 for the antisymmetric part. The result is

‖S − H‖ ≤ ‖A − H‖

‖A − H‖² − ‖S − H‖² = ‖K‖²

where ‖·‖ is the Frobenius norm, the square root of the sum of squared entries. For harmonic frequencies obtained by differencing electronic-structure forces, this supports the usual averaging of the two off-diagonal estimates, with the restriction that only the total error of the matrix is guaranteed not to grow: a single entry or frequency can become less accurate.

## Finitely many coordinates and real entries

The type `n` labels the nuclear coordinates, and `Fintype n` says that there are finitely many of them. A matrix in `Matrix n n ℝ` has one row and one column for each label. Physically this is a molecule or a finite cell with real displacements. By hand and in Lean, finiteness is what allows the double sums to be written and reordered freely. For an infinite set of coordinates the sums would need convergence conditions, and complex dynamical matrices would call for the conjugate transpose in place of the transpose.

```lean
import Mathlib

open Matrix

namespace HessianSymmetrization

noncomputable section

variable {n : Type*} [Fintype n]
```

The inner product and the norm are written out as sums over entries:

⟨A, B⟩ = Σᵢ Σⱼ Aᵢⱼ Bᵢⱼ

‖A‖² = Σᵢ Σⱼ Aᵢⱼ²

Every entry has the same weight, which is natural for Cartesian coordinates, where all entries have the same units. With lengths and angles mixed, the coordinates must first be scaled.

```lean
/-- The Frobenius inner product of two real matrices. -/
def frobInner (A B : Matrix n n ℝ) : ℝ := ∑ i, ∑ j, A i j * B i j

/-- The Frobenius norm: the square root of the sum of all squared entries. -/
def frobNorm (A : Matrix n n ℝ) : ℝ := √(∑ i, ∑ j, A i j ^ 2)
```

The matrices S and K appear as `symPart A` and `antiPart A`.

```lean
/-- The symmetrised matrix `(A + Aᵀ) / 2`. -/
def symPart (A : Matrix n n ℝ) : Matrix n n ℝ := (1 / 2 : ℝ) • (A + Aᵀ)

/-- The antisymmetric part `(A - Aᵀ) / 2`. -/
def antiPart (A : Matrix n n ℝ) : Matrix n n ℝ := (1 / 2 : ℝ) • (A - Aᵀ)
```

The central-difference matrix is `fdHessian F x h`. Here F is the force field, x the reference geometry and h the step. With eⱼ the unit displacement of coordinate j, written `Pi.single j 1`, its entries are

Aᵢⱼ = −[Fᵢ(x + h eⱼ) − Fᵢ(x − h eⱼ)] / (2h)

The row index i is the force component and the column index j is the displaced coordinate. The minus sign is there because the force is minus the energy gradient. Since Aᵢⱼ and Aⱼᵢ come from different displacements, they need not agree numerically.

```lean
/-- The Hessian from central differences of the forces `F` at geometry `x` with step `h`:
column `j` comes from displacing coordinate `j` forwards and backwards. -/
def fdHessian [DecidableEq n] (F : (n → ℝ) → n → ℝ) (x : n → ℝ) (h : ℝ) : Matrix n n ℝ :=
  Matrix.of fun i j =>
    -(F (x + h • Pi.single j 1) i - F (x - h • Pi.single j 1) i) / (2 * h)
```

Two facts about the norm are needed later. Its square is the sum of squared entries, because that sum is nonnegative. If the norm vanishes, so does the matrix: each squared entry is at most its row sum, and each row sum is at most the total, which is zero. The proof of `frobNorm_eq_zero` applies `Finset.single_le_sum` once for each of these two comparisons.

```lean
/-- The squared Frobenius norm is the sum of all squared entries. -/
theorem frobNorm_sq (A : Matrix n n ℝ) : frobNorm A ^ 2 = ∑ i, ∑ j, A i j ^ 2 :=
  Real.sq_sqrt (Finset.sum_nonneg fun _ _ => Finset.sum_nonneg fun _ _ => sq_nonneg _)

/-- Only the zero matrix has zero Frobenius norm. -/
theorem frobNorm_eq_zero {A : Matrix n n ℝ} (h : frobNorm A = 0) : A = 0 := by
  have h2 := frobNorm_sq A
  rw [h] at h2
  ext i j
  -- a single squared entry is bounded by the whole sum
  have h3 : A i j ^ 2 ≤ ∑ j, A i j ^ 2 :=
    Finset.single_le_sum (f := fun j => A i j ^ 2) (fun _ _ => sq_nonneg _)
      (Finset.mem_univ j)
  have h4 : ∑ j, A i j ^ 2 ≤ ∑ i, ∑ j, A i j ^ 2 :=
    Finset.single_le_sum (f := fun i => ∑ j, A i j ^ 2)
      (fun _ _ => Finset.sum_nonneg fun _ _ => sq_nonneg _) (Finset.mem_univ i)
  have h5 : A i j ^ 2 = 0 := le_antisymm (by linarith) (sq_nonneg _)
  simpa using h5
```

## The exact Hessian is symmetric

The hypothesis `hH : Hᵀ = H` stands for the equality of mixed second derivatives of a sufficiently smooth potential energy. It is assumed here and not derived from an energy function; in the central theorem H is simply a symmetric matrix.

By hand, start from A = S + K and split the error:

A − H = (S − H) + K

The matrix S is symmetric by construction, so S − H is symmetric precisely because H is. The matrix K satisfies Kᵀ = −K. Exchanging the names of the two summation indices, and then using both symmetries, gives

⟨S − H, K⟩ = Σᵢ Σⱼ (S − H)ⱼᵢ Kⱼᵢ = −Σᵢ Σⱼ (S − H)ᵢⱼ Kᵢⱼ = −⟨S − H, K⟩

A number equal to its own negative is zero. The lemma `frobInner_symm_anti` carries out this argument for any symmetric and any antisymmetric matrix, with `Finset.sum_comm` exchanging the sums. Inside that lemma, S denotes the general symmetric matrix.

```lean
/-- Symmetric and antisymmetric matrices are orthogonal in the Frobenius inner product. -/
theorem frobInner_symm_anti {S K : Matrix n n ℝ} (hS : Sᵀ = S) (hK : Kᵀ = -K) :
    frobInner S K = 0 := by
  have s : ∀ i j, S j i = S i j := fun i j => congrFun (congrFun hS i) j
  have k : ∀ i j, K j i = -K i j := fun i j => congrFun (congrFun hK i) j
  -- exchanging the two indices reverses the sign of the sum
  have h : frobInner S K = -frobInner S K := by
    unfold frobInner
    calc ∑ i, ∑ j, S i j * K i j = ∑ i, ∑ j, S j i * K j i := Finset.sum_comm
      _ = ∑ i, ∑ j, -(S i j * K i j) := by
          refine Finset.sum_congr rfl fun i _ => Finset.sum_congr rfl fun j _ => ?_
          rw [s i j, k i j]
          ring
      _ = -∑ i, ∑ j, S i j * K i j := by simp only [Finset.sum_neg_distrib]
  linarith
```

Next, expand the square of a sum entry by entry:

‖(S − H) + K‖² = ‖S − H‖² + 2⟨S − H, K⟩ + ‖K‖²

This is `frobNorm_add_sq`, again stated for two general matrices.

```lean
/-- The squared norm of a sum is the sum of the squared norms plus twice the inner product. -/
theorem frobNorm_add_sq (S K : Matrix n n ℝ) :
    frobNorm (S + K) ^ 2 = frobNorm S ^ 2 + 2 * frobInner S K + frobNorm K ^ 2 := by
  simp only [frobNorm_sq, frobInner, Finset.mul_sum, ← Finset.sum_add_distrib]
  refine Finset.sum_congr rfl fun i _ => Finset.sum_congr rfl fun j _ => ?_
  rw [Matrix.add_apply]
  ring
```

The middle term vanishes, which leaves

‖A − H‖² = ‖S − H‖² + ‖K‖²

Since ‖K‖² is nonnegative, ‖S − H‖² ≤ ‖A − H‖², and taking square roots of nonnegative numbers gives the inequality between the norms.

The theorem `symmetrization_gain` states the inequality and the identity together. In its proof, `hs` shows that S − H is symmetric, and this is the only place where `hH` is used. The step `ha` shows that K is antisymmetric, `split` is the decomposition of the error, and `key` is the expanded square, from which the cross term is then removed. The auxiliary lemma `le_of_sq_le_sq` passes from squares to norms.

```lean
/-- Symmetrising an approximate Hessian `A` never takes it farther from the symmetric exact
Hessian `H`, and the squared error drops by the squared norm of the antisymmetric part of `A`. -/
theorem symmetrization_gain {H : Matrix n n ℝ} (hH : Hᵀ = H) (A : Matrix n n ℝ) :
    frobNorm (symPart A - H) ≤ frobNorm (A - H) ∧
      frobNorm (A - H) ^ 2 - frobNorm (symPart A - H) ^ 2 = frobNorm (antiPart A) ^ 2 := by
  have hs : (symPart A - H)ᵀ = symPart A - H := by
    rw [Matrix.transpose_sub, hH]
    congr 1
    ext i j
    simp only [symPart, Matrix.transpose_apply, Matrix.smul_apply, Matrix.add_apply, smul_eq_mul]
    ring
  have ha : (antiPart A)ᵀ = -antiPart A := by
    ext i j
    simp only [antiPart, Matrix.transpose_apply, Matrix.smul_apply, Matrix.sub_apply,
      Matrix.neg_apply, smul_eq_mul]
    ring
  -- split the error into its symmetric and antisymmetric parts
  have split : A - H = (symPart A - H) + antiPart A := by
    ext i j
    simp only [symPart, antiPart, Matrix.transpose_apply, Matrix.smul_apply, Matrix.sub_apply,
      Matrix.add_apply, smul_eq_mul]
    ring
  have key := frobNorm_add_sq (symPart A - H) (antiPart A)
  rw [← split, frobInner_symm_anti hs ha] at key
  refine ⟨?_, by linarith⟩
  have h0 : 0 ≤ frobNorm (A - H) := Real.sqrt_nonneg _
  exact le_of_sq_le_sq (by linarith [sq_nonneg (frobNorm (antiPart A))]) h0
where
  le_of_sq_le_sq {a b : ℝ} (h : a ^ 2 ≤ b ^ 2) (hb : 0 ≤ b) : a ≤ b := by
    by_contra hc
    have hc' : b < a := lt_of_not_ge hc
    nlinarith
```

A two-coordinate example shows what is and is not gained. Let H have diagonal entries 2 and off-diagonal entries 1, and let A agree with it except that A₁₂ = 1.2. The squared error of A is 0.04. After symmetrisation both off-diagonal entries are 1.1, the squared error is 0.02, and ‖K‖² is also 0.02. The total error has fallen, yet the entry A₂₁, which was exact, is now wrong by 0.1.

The identity also shows that ‖K‖, which can be computed without knowing H, is a lower bound on the error of the raw matrix. It is not an upper bound: a perfectly symmetric A can still be far from H.

## When A is already symmetric

Symmetry of A is not assumed in the central theorem. It is the condition under which averaging changes nothing. If the two errors are equal, the identity gives ‖K‖² = 0, hence K = 0 and Aᵢⱼ = Aⱼᵢ for all i and j. Conversely, if A is symmetric then S = A, and the errors coincide trivially.

The theorem `symmetrization_eq_iff` states this equivalence, still for symmetric H. Its forward direction substitutes the equal errors into the identity and applies `frobNorm_eq_zero`; its backward direction checks entry by entry that `symPart A = A`. Any asymmetry at all in A therefore makes the improvement strict.

```lean
/-- For symmetric `H`, symmetrising `A` leaves its distance to `H` unchanged exactly when `A` is
already symmetric. -/
theorem symmetrization_eq_iff {H : Matrix n n ℝ} (hH : Hᵀ = H) (A : Matrix n n ℝ) :
    frobNorm (symPart A - H) = frobNorm (A - H) ↔ Aᵀ = A := by
  constructor
  · intro h
    have g := (symmetrization_gain hH A).2
    rw [h, sub_self] at g
    have z : antiPart A = 0 := frobNorm_eq_zero (pow_eq_zero_iff two_ne_zero |>.mp g.symm)
    ext i j
    have e : (1 / 2 : ℝ) * (A i j - A j i) = 0 := congrFun (congrFun z i) j
    rw [Matrix.transpose_apply]
    linarith
  · intro h
    have e : symPart A = A := by
      ext i j
      simp only [symPart, h, Matrix.smul_apply, Matrix.add_apply, smul_eq_mul]
      ring
    rw [e]
```

## When the reference matrix is not symmetric

Without symmetry of H, the guarantee fails. Take A = H. The raw error is then zero, while the error after symmetrisation is

‖(H + Hᵀ)/2 − H‖ = ‖(H − Hᵀ)/2‖

which is positive unless H is symmetric. Symmetrising has spoiled an exact answer.

The theorem `symmetric_of_never_worse` turns this into a converse: if symmetrisation never increases the distance to H, for every matrix A, then H is symmetric. The proof tests the assumption on `H` itself, concludes that `symPart H - H` has norm zero and is therefore the zero matrix, and reads off Hᵢⱼ = Hⱼᵢ.

```lean
/-- If symmetrisation never increases the distance to `H`, whatever the matrix `A`, then `H`
is symmetric. -/
theorem symmetric_of_never_worse {H : Matrix n n ℝ}
    (h : ∀ A : Matrix n n ℝ, frobNorm (symPart A - H) ≤ frobNorm (A - H)) : Hᵀ = H := by
  -- test the assumption on `A = H`, whose error is zero
  have h1 := h H
  have h0 : frobNorm (H - H) = 0 := by simp [frobNorm]
  rw [h0] at h1
  have z : symPart H - H = 0 := frobNorm_eq_zero (le_antisymm h1 (Real.sqrt_nonneg _))
  ext i j
  have e : (1 / 2 : ℝ) * (H i j + H j i) - H i j = 0 := congrFun (congrFun z i) j
  rw [Matrix.transpose_apply]
  linarith
```

One physical case is a force field that is not the gradient of any energy, as can happen with a fitted model that outputs forces directly instead of differentiating an energy. The matrix of its force derivatives can have a genuine antisymmetric part. If that matrix is the target, averaging removes information; if the target is the Hessian of an underlying energy, the central theorem still applies.

## Displaced forces close to a linear model

The last theorem adds hypotheses on the forces. There is a vector f₀ and a tolerance δ such that, for every force component i and every displaced coordinate j,

|Fᵢ(x + h eⱼ) − (f₀ᵢ − h Hᵢⱼ)| ≤ δ

|Fᵢ(x − h eⱼ) − (f₀ᵢ + h Hᵢⱼ)| ≤ δ

These are `hp` and `hm`. They say that the forces at the displaced geometries follow a linear (harmonic) model to within δ, so δ collects both anharmonicity and numerical noise in the forces. The vector f₀ plays the part of the force at x, although it need not equal `F x`; x need not be a stationary point either.

By hand, call the two deviations inside the absolute values pᵢⱼ and mᵢⱼ. Inserting them into the central-difference formula cancels f₀ᵢ and leaves

Aᵢⱼ − Hᵢⱼ = −(pᵢⱼ − mᵢⱼ) / (2h)

Each deviation is at most δ in absolute value, so |Aᵢⱼ − Hᵢⱼ| ≤ δ/h. With N coordinates there are N² entries, and therefore

‖A − H‖² ≤ N² (δ/h)² = (N δ/h)²

By the identity, the left side equals ‖S − H‖² + ‖K‖², which gives the bound of `fdHessian_error_bound`:

‖S − H‖² + ‖K‖² ≤ (N δ/h)²

In the proof, `entry` is the estimate for one matrix element. It multiplies through by 2h so that only linear inequalities remain, and `linarith` combines the relevant halves of `hp` and `hm`. The step `total` sums the squares, with `Fintype.card n` as N, and the last line brings in `symmetrization_gain`. This is where `hH` is needed; the bound on the raw error does not use it.

```lean
/-- Let `H` be symmetric and `h` positive. If the forces at the displaced geometries agree,
component by component, with the linear model `f₀ ∓ h H` within `δ`, then the squared error of the
symmetrised finite-difference Hessian plus the squared norm of the antisymmetric part is at most `(N
δ / h)²` for `N` coordinates. -/
theorem fdHessian_error_bound [DecidableEq n] {H : Matrix n n ℝ} (hH : Hᵀ = H)
    (F : (n → ℝ) → n → ℝ) (x f₀ : n → ℝ) {h δ : ℝ} (hh : 0 < h)
    (hp : ∀ i j, |F (x + h • Pi.single j 1) i - (f₀ i - h * H i j)| ≤ δ)
    (hm : ∀ i j, |F (x - h • Pi.single j 1) i - (f₀ i + h * H i j)| ≤ δ) :
    frobNorm (symPart (fdHessian F x h) - H) ^ 2 + frobNorm (antiPart (fdHessian F x h)) ^ 2
      ≤ (Fintype.card n * (δ / h)) ^ 2 := by
  -- each entry of the raw finite-difference Hessian is within `δ / h` of the entry of `H`
  have entry : ∀ i j, |(fdHessian F x h - H) i j| ≤ δ / h := by
    intro i j
    have p := abs_le.mp (hp i j)
    have m := abs_le.mp (hm i j)
    have c : δ / h * (2 * h) = 2 * δ := by field_simp
    have e : (fdHessian F x h - H) i j * (2 * h) =
        -(F (x + h • Pi.single j 1) i - F (x - h • Pi.single j 1) i) - 2 * h * H i j := by
      rw [Matrix.sub_apply, fdHessian, Matrix.of_apply, sub_mul,
        div_mul_cancel₀ _ (by positivity : 2 * h ≠ 0)]
      ring
    have h2 : 0 < 2 * h := by positivity
    refine abs_le.mpr ⟨le_of_mul_le_mul_right ?_ h2, le_of_mul_le_mul_right ?_ h2⟩
    · rw [neg_mul, c, e]
      linarith [p.2, m.1]
    · rw [c, e]
      linarith [p.1, m.2]
  have total : frobNorm (fdHessian F x h - H) ^ 2 ≤ (Fintype.card n * (δ / h)) ^ 2 := by
    rw [frobNorm_sq]
    calc ∑ i, ∑ j, (fdHessian F x h - H) i j ^ 2 ≤ ∑ _i : n, ∑ _j : n, (δ / h) ^ 2 := by
          refine Finset.sum_le_sum fun i _ => Finset.sum_le_sum fun j _ => ?_
          rw [← sq_abs]
          exact pow_le_pow_left₀ (abs_nonneg _) (entry i j) 2
      _ = (Fintype.card n * (δ / h)) ^ 2 := by
          simp only [Finset.sum_const, Finset.card_univ, nsmul_eq_mul]
          ring
  linarith [(symmetrization_gain hH (fdHessian F x h)).2]

end

end HessianSymmetrization
```

Without `hp` and `hm`, nothing ties the force field to H, and no such bound can be expected. The hypothesis `hh : 0 < h` fixes the usual convention of a positive step, and the proof uses it to multiply and divide inequalities by 2h. Reversing the sign of h merely exchanges the two displacements, so the essential exclusion is h = 0, where there is no difference quotient.

## A reference force for each displacement

The linear model uses the same f₀ᵢ for every displaced coordinate j. A different formulation would allow a reference value f₀ᵢⱼ for each displacement. The derivation would change little, since this value still cancels between the forward and backward forces, but the tolerance could be much smaller. For smooth forces, the second-order term

(h²/2) ∂²Fᵢ/∂xⱼ²

is the same at both displaced geometries and could be absorbed into f₀ᵢⱼ. Then δ would need to cover only noise and terms of third and higher order, and without noise δ/h would show the familiar h² truncation error of central differences. In the version stated above, the second-order term generally counts towards δ, so the bound is valid but can be pessimistic for smooth, accurately computed forces.

```lean
#print axioms HessianSymmetrization.symmetrization_gain
#print axioms HessianSymmetrization.symmetrization_eq_iff
#print axioms HessianSymmetrization.symmetric_of_never_worse
#print axioms HessianSymmetrization.fdHessian_error_bound
```

```
'HessianSymmetrization.symmetrization_gain' depends on axioms: [propext, Classical.choice, Quot.sound]
'HessianSymmetrization.symmetrization_eq_iff' depends on axioms: [propext, Classical.choice, Quot.sound]
'HessianSymmetrization.symmetric_of_never_worse' depends on axioms: [propext, Classical.choice, Quot.sound]
'HessianSymmetrization.fdHessian_error_bound' depends on axioms: [propext, Classical.choice, Quot.sound]
```
